# Fast exchange cannot widen a powder pattern beyond the weighted mean of its static spans

Let \(T_i\) be the chemical shift tensors of finitely many sites, taken as real symmetric \(3\times3\) matrices in a common frame, and let the populations \(w_i\ge 0\) sum to one. Exchange much faster than the frequency differences between the sites is modelled by the averaged tensor \(\sum_i w_iT_i\). Write \(\Delta(T)\) for the span of \(T\), its largest minus its smallest eigenvalue. Then

\[
\Delta\Big(\sum_i w_iT_i\Big)\le\sum_i w_i\,\Delta(T_i).
\]

The inequality itself needs only \(w_i\ge0\); normalisation makes the right-hand side a mean. If the \(T_i\) are one rigid tensor in different orientations, the bound is the static span. In simulations of finite-site jump models in the fast limit, this gives a check on the computed tensor: a span above the bound signals an error.

In Lean 4 with Mathlib:

```lean
import Mathlib

open Matrix

namespace PowderPatternNarrowing

noncomputable section
```

## Tensors, line positions and the fast limit

The interaction is a real \(3\times3\) matrix. Symmetry is a separate hypothesis in the theorems. It loses nothing for the line positions used here, because an antisymmetric part contributes nothing to \(n\cdot Tn\).

```lean
/-- A real 3 by 3 interaction tensor, such as a chemical shift tensor. -/
abbrev Tensor := Matrix (Fin 3) (Fin 3) ℝ
```

A principal value is a real number \(l\) for which \(Tv=l\,v\) has a solution \(v\neq0\).

```lean
/-- The principal values of a tensor: its real eigenvalues. -/
def principalValues (T : Tensor) : Set ℝ :=
  {l | ∃ v : Fin 3 → ℝ, v ≠ 0 ∧ T *ᵥ v = l • v}
```

The span is the supremum minus the infimum of the set of principal values. For symmetric tensors, both are shown below to be attained.

```lean
/-- The span of a symmetric tensor: largest minus smallest principal value. -/
def patternSpan (T : Tensor) : ℝ :=
  sSup (principalValues T) - sInf (principalValues T)
```

With the field along the unit vector \(n\), a crystallite has its line at

\[
\nu_T(n)=n\cdot Tn .
\]

This is the first-order position of the single line that a chemical shift tensor gives, in the units of \(T\). A quadrupolar or dipolar coupling splits the line, and its full pattern is not treated here. The definition accepts any vector, and the theorems impose unit length where it matters.

```lean
/-- The line position of a crystallite when the field points along the unit vector `n`. -/
def shift (T : Tensor) (n : Fin 3 → ℝ) : ℝ := n ⬝ᵥ T *ᵥ n
```

Fast exchange is modelled by replacing the site tensors with \(\sum_i w_iT_i\), where \(w_i\) is the population of site \(i\). Physically, this stands for exchange much faster than the frequency differences between the sites. The replacement is assumed and not derived from exchange dynamics, and the model contains no intermediate rates, line broadening or intensities.

```lean
/-- The tensor seen under fast exchange between sites with tensors `T i` and weights `w i`. -/
def exchangeAverage {ι : Type*} [Fintype ι] (w : ι → ℝ) (T : ι → Tensor) : Tensor :=
  ∑ i, w i • T i
```

## The span as a difference of two line positions

If \(R^{\mathsf T}R=1\), then \((Ry)\cdot(Rz)=y\cdot R^{\mathsf T}Rz=y\cdot z\).

```lean
/-- An orthogonal change of orientation preserves scalar products. -/
theorem dot_rotate {R : Tensor} (hR : Rᵀ * R = 1) (y z : Fin 3 → ℝ) :
    (R *ᵥ y) ⬝ᵥ (R *ᵥ z) = y ⬝ᵥ z := by
  rw [Matrix.dotProduct_mulVec, ← Matrix.mulVec_transpose, Matrix.mulVec_mulVec, hR,
    Matrix.one_mulVec]
```

Diagonalise a symmetric \(T\): the columns of an orthogonal matrix \(U\) are its principal axes, with principal values \(d_k\), so \(TU=UD\) with \(D=\mathrm{diag}(d_k)\). Let \(a=d_j\) be the largest of them and \(u\) the corresponding column. Any vector can be written \(x=Uy\), and then

\[
x\cdot Tx=(Uy)\cdot(UDy)=\sum_k d_k y_k^2\le a\sum_k y_k^2=a\,(x\cdot x).
\]

In the code, Mathlib's spectral theorem supplies `U` and `d`, `hM` is \(TU=UD\), and the two uses of `dot_rotate` remove \(U\) from the scalar products. The sums are then compared term by term, and the final `nlinarith` proves the inequality for a single term.

```lean
/-- A symmetric tensor has a unit eigenvector whose principal value bounds the
line position from above in every direction. -/
theorem exists_top {T : Tensor} (hT : T.IsSymm) :
    ∃ (a : ℝ) (u : Fin 3 → ℝ), u ⬝ᵥ u = 1 ∧ T *ᵥ u = a • u ∧
      ∀ x, shift T x ≤ a * (x ⬝ᵥ x) := by
  have hH : T.IsHermitian := (Matrix.conjTranspose_eq_transpose_of_trivial T).trans hT.eq
  -- the principal axes form the columns of an orthogonal matrix
  obtain ⟨U, d, hU, hTU⟩ : ∃ (U : Tensor) (d : Fin 3 → ℝ), Uᵀ * U = 1 ∧
      ∀ j, T *ᵥ (fun i => U i j) = d j • (fun i => U i j) := by
    refine ⟨(hH.eigenvectorUnitary : Tensor), hH.eigenvalues, ?_, fun j => ?_⟩
    · have h := Matrix.mem_unitaryGroup_iff'.1 hH.eigenvectorUnitary.2
      rwa [Matrix.star_eq_conjTranspose, Matrix.conjTranspose_eq_transpose_of_trivial] at h
    · exact hH.mulVec_eigenvectorBasis j
  obtain ⟨j, hj⟩ := Finite.exists_max d
  refine ⟨d j, fun i => U i j, congrFun (congrFun hU j) j |>.trans (by simp), hTU j,
    fun x => ?_⟩
  have hM : T * U = U * Matrix.diagonal d := by
    ext i k
    calc (T * U) i k = (T *ᵥ fun i => U i k) i := rfl
      _ = d k * U i k := congrFun (hTU k) i
      _ = (U * Matrix.diagonal d) i k := by rw [Matrix.mul_diagonal, mul_comm]
  -- express the direction in the principal axis frame
  obtain ⟨y, rfl⟩ : ∃ y, U *ᵥ y = x :=
    ⟨Uᵀ *ᵥ x, by rw [Matrix.mulVec_mulVec, mul_eq_one_comm.1 hU, Matrix.one_mulVec]⟩
  unfold shift
  rw [Matrix.mulVec_mulVec, hM, ← Matrix.mulVec_mulVec, dot_rotate hU, dot_rotate hU]
  simp only [dotProduct, Matrix.mulVec_diagonal, Finset.mul_sum]
  refine Finset.sum_le_sum fun k _ => ?_
  nlinarith [mul_le_mul_of_nonneg_right (hj k) (mul_self_nonneg (y k))]
```

Applying this result to \(-T\) gives a unit vector \(v\) and a number \(b\) with \(Tv=-b\,v\) and \(x\cdot Tx\ge -b\,(x\cdot x)\) for all \(x\). If \(x\ne0\) is an eigenvector with principal value \(l\), then

\[
-b\,(x\cdot x)\le l\,(x\cdot x)\le a\,(x\cdot x),
\]

and division by \(x\cdot x>0\) gives \(-b\le l\le a\). Thus \(a\) and \(-b\) are the extreme principal values, which is what `hmax` and `hmin` record, and \(\Delta(T)=a+b\). The directions \(u\) and \(v\) realise this difference, while for any unit vectors \(x,y\)

\[
\nu_T(x)-\nu_T(y)\le a+b .
\]

The theorem expresses both facts with `IsGreatest`: the span is itself a difference of line positions between two field directions, and no such difference exceeds it. This is the full width of an ideal powder, in which every orientation occurs.

```lean
/-- The span of a symmetric tensor is the greatest difference between the line positions
of two crystallites in the powder. -/
theorem powder_width {T : Tensor} (hT : T.IsSymm) :
    IsGreatest {δ | ∃ u v : Fin 3 → ℝ, u ⬝ᵥ u = 1 ∧ v ⬝ᵥ v = 1 ∧
      shift T u - shift T v = δ} (patternSpan T) := by
  obtain ⟨a, u, hu, hTu, ha⟩ := exists_top hT
  -- the lower edge is the upper edge of the reversed tensor
  obtain ⟨b, v, hv, hTv, hb⟩ := exists_top (T := -T) hT.neg
  have hTv' : T *ᵥ v = (-b) • v := by rw [neg_smul, ← hTv, Matrix.neg_mulVec, neg_neg]
  have hb' : ∀ x, -b * (x ⬝ᵥ x) ≤ shift T x := by
    intro x
    have h := hb x
    simp only [shift, Matrix.neg_mulVec, dotProduct_neg] at h ⊢
    linarith
  have hpos : ∀ x : Fin 3 → ℝ, x ≠ 0 → 0 < x ⬝ᵥ x := fun x hx =>
    lt_of_le_of_ne (Finset.sum_nonneg fun i _ => mul_self_nonneg (x i))
      (fun h => hx (dotProduct_self_eq_zero.1 h.symm))
  have hmax : IsGreatest (principalValues T) a := by
    refine ⟨⟨u, by rintro rfl; simp at hu, hTu⟩, ?_⟩
    rintro l ⟨x, hx, hl⟩
    have h := ha x
    rw [shift, hl, dotProduct_smul, smul_eq_mul] at h
    exact le_of_mul_le_mul_right h (hpos x hx)
  have hmin : IsLeast (principalValues T) (-b) := by
    refine ⟨⟨v, by rintro rfl; simp at hv, hTv'⟩, ?_⟩
    rintro l ⟨x, hx, hl⟩
    have h := hb' x
    rw [shift, hl, dotProduct_smul, smul_eq_mul] at h
    exact le_of_mul_le_mul_right h (hpos x hx)
  have hspan : patternSpan T = a - -b := by
    rw [patternSpan, hmax.csSup_eq, hmin.csInf_eq]
  rw [hspan]
  refine ⟨⟨u, v, hu, hv, ?_⟩, ?_⟩
  · rw [shift, shift, hTu, hTv', dotProduct_smul, dotProduct_smul, hu, hv, smul_eq_mul,
      smul_eq_mul, mul_one, mul_one]
  · rintro _ ⟨x, y, hx, hy, rfl⟩
    have h1 := ha x
    have h2 := hb' y
    rw [hx] at h1
    rw [hy] at h2
    linarith
```

## Averaging the sites

Line positions are linear in the tensor. With \(A=\sum_i w_iT_i\),

\[
\nu_A(n)=\sum_i w_i\,\nu_{T_i}(n).
\]

The code expands the three components and compares the sums site by site.

```lean
/-- Under fast exchange each crystallite resonates at the weighted sum of its site positions. -/
theorem shift_exchangeAverage {ι : Type*} [Fintype ι] (w : ι → ℝ) (T : ι → Tensor)
    (n : Fin 3 → ℝ) : shift (exchangeAverage w T) n = ∑ i, w i * shift (T i) n := by
  simp only [shift, exchangeAverage, dotProduct, Matrix.mulVec, Fin.sum_univ_three,
    Matrix.sum_apply, Matrix.smul_apply, smul_eq_mul, Finset.sum_mul, Finset.mul_sum,
    ← Finset.sum_add_distrib]
  exact Finset.sum_congr rfl fun i _ => by ring
```

The average \(A\) is symmetric, so there are unit vectors \(u,v\) that realise its span. Hence

\[
\Delta(A)=\nu_A(u)-\nu_A(v)
=\sum_i w_i\big(\nu_{T_i}(u)-\nu_{T_i}(v)\big)
\le\sum_i w_i\,\Delta(T_i).
\]

The same two directions are used for every site. They need not be the best choice for any one of them, but `powder_width` still bounds each difference, and \(w_i\ge0\) preserves the inequality.

For a single site with weight one, \(A\) is the site's own tensor and the two sides are equal.

```lean
/-- Fast exchange between symmetric tensors with nonnegative weights gives a span no larger
than the weighted sum of the static spans. -/
theorem span_exchangeAverage_le {ι : Type*} [Fintype ι] {w : ι → ℝ} {T : ι → Tensor}
    (hw : ∀ i, 0 ≤ w i) (hT : ∀ i, (T i).IsSymm) :
    patternSpan (exchangeAverage w T) ≤ ∑ i, w i * patternSpan (T i) := by
  have hA : (exchangeAverage w T).IsSymm := by
    unfold Matrix.IsSymm exchangeAverage
    rw [Matrix.transpose_sum]
    exact Finset.sum_congr rfl fun i _ => by rw [Matrix.transpose_smul, (hT i).eq]
  -- two field directions that realise the span of the averaged tensor
  obtain ⟨⟨u, v, hu, hv, h⟩, _⟩ := powder_width hA
  rw [← h, shift_exchangeAverage, shift_exchangeAverage, ← Finset.sum_sub_distrib]
  refine Finset.sum_le_sum fun i _ => ?_
  rw [← mul_sub]
  exact mul_le_mul_of_nonneg_left ((powder_width (hT i)).2 ⟨u, v, hu, hv, rfl⟩) (hw i)
```

## One rigid tensor in several orientations

If \(Tv=l\,v\) and \(R\) is orthogonal, then

\[
(RTR^{\mathsf T})(Rv)=RTv=l\,Rv,
\]

and \(Rv\neq0\) because \(R^{\mathsf T}Rv=v\). Every principal value of \(T\) is therefore one of \(RTR^{\mathsf T}\). Rotating back with \(R^{\mathsf T}\) gives the reverse inclusion, so the spans agree. The condition on \(R\) admits reflections as well as proper rotations.

```lean
/-- An orthogonal change of orientation leaves the span of a tensor unchanged. -/
theorem span_rotate {R : Tensor} (hR : Rᵀ * R = 1) (T : Tensor) :
    patternSpan (R * T * Rᵀ) = patternSpan T := by
  have key : ∀ R T : Tensor, Rᵀ * R = 1 →
      principalValues T ⊆ principalValues (R * T * Rᵀ) := by
    rintro R T hR l ⟨v, hv, h⟩
    refine ⟨R *ᵥ v, fun h0 => hv ?_, ?_⟩
    · rw [← Matrix.one_mulVec v, ← hR, ← Matrix.mulVec_mulVec, h0, Matrix.mulVec_zero]
    · rw [Matrix.mulVec_mulVec, Matrix.mul_assoc, hR, Matrix.mul_one,
        ← Matrix.mulVec_mulVec, h, Matrix.mulVec_smul]
  -- rotating back gives the reverse inclusion
  have hback := key Rᵀ (R * T * Rᵀ)
    (by rw [Matrix.transpose_transpose]; exact mul_eq_one_comm.1 hR)
  have e : Rᵀ * (R * T * Rᵀ) * Rᵀᵀ = T := by
    rw [Matrix.transpose_transpose]
    calc Rᵀ * (R * T * Rᵀ) * R = (Rᵀ * R) * T * (Rᵀ * R) := by noncomm_ring
      _ = T := by rw [hR, one_mul, mul_one]
  rw [e] at hback
  rw [patternSpan, patternSpan, Set.Subset.antisymm hback (key R T hR)]
```

Now put \(T_i=R_iTR_i^{\mathsf T}\) with \(\sum_i w_i=1\). Each \(T_i\) is symmetric and has span \(\Delta(T)\), so

\[
\Delta(A)\le\sum_i w_i\,\Delta(T)=\Delta(T).
\]

The trace is unchanged, and with it the isotropic position \(\tfrac13\operatorname{tr}T\):

\[
\operatorname{tr}A=\sum_i w_i\operatorname{tr}(R_i^{\mathsf T}R_iT)=\operatorname{tr}T .
\]

The conjunction in the theorem contains these two statements.

```lean
/-- Motional narrowing: if a symmetric tensor jumps rapidly among orthogonally related orientations
with nonnegative populations summing to one, its span does not exceed the static span, and its trace
is unchanged. -/
theorem motional_narrowing {ι : Type*} [Fintype ι] {w : ι → ℝ} {R : ι → Tensor} {T : Tensor}
    (hw : ∀ i, 0 ≤ w i) (hsum : ∑ i, w i = 1) (hR : ∀ i, (R i)ᵀ * R i = 1)
    (hT : T.IsSymm) :
    patternSpan (exchangeAverage w fun i => R i * T * (R i)ᵀ) ≤ patternSpan T ∧
      (exchangeAverage w fun i => R i * T * (R i)ᵀ).trace = T.trace := by
  constructor
  · have hS : ∀ i, (R i * T * (R i)ᵀ).IsSymm := fun i => by
      unfold Matrix.IsSymm
      rw [Matrix.transpose_mul, Matrix.transpose_mul, Matrix.transpose_transpose, hT.eq,
        Matrix.mul_assoc]
    refine (span_exchangeAverage_le hw hS).trans_eq ?_
    simp only [span_rotate (hR _)]
    rw [← Finset.sum_mul, hsum, one_mul]
  · unfold exchangeAverage
    rw [Matrix.trace_sum]
    have h : ∀ i, (w i • (R i * T * (R i)ᵀ)).trace = w i * T.trace := fun i => by
      rw [Matrix.trace_smul, Matrix.trace_mul_cycle, hR i, one_mul, smul_eq_mul]
    rw [Finset.sum_congr rfl fun i _ => h i, ← Finset.sum_mul, hsum, one_mul]
```

## Complete collapse under threefold jumps

Rotations by \(0^\circ\), \(120^\circ\) and \(240^\circ\) about the cube diagonal permute the coordinate axes cyclically.

```lean
/-- The three rotations by multiples of 120 degrees about the cube diagonal. -/
def threefoldJump : Fin 3 → Tensor :=
  ![1, !![0, 0, 1; 1, 0, 0; 0, 1, 0], !![0, 1, 0; 0, 0, 1; 1, 0, 0]]
```

They carry \(\mathrm{diag}(a,b,c)\) to itself, to \(\mathrm{diag}(c,a,b)\) and to \(\mathrm{diag}(b,c,a)\). With equal populations the average is \(s\cdot1\), where \(s=(a+b+c)/3\). Every unit field direction then gives the line position \(s\), so the span is zero. In the static tensor, fields along the first and third axes give \(a\) and \(c\), so its span is at least \(a-c\). No ordering of the entries is assumed; the narrowing is visibly strict when \(a>c\).

The example also exposes a trap: averaging the ordered principal values of the sites instead of the tensors. All three orientations have the same principal values, so that procedure would predict no narrowing at all. The three sites share the coordinate axes as principal axes, but the entries \(a,b,c\) are assigned to those axes in a different order at each site. Sorting the values discards this assignment; adding the tensors in a common frame before diagonalisation keeps it.

In the code, `hA` checks the averaged matrix entry by entry, `hiso` gives its constant line position, and `powder_width` turns both comparisons into statements about spans.

```lean
/-- Equally populated fast threefold jumps about the cube diagonal reduce the span of a
diagonal tensor with entries `a`, `b`, `c` to zero, while its static span is at least `a - c`. -/
theorem threefold_collapse (a b c : ℝ) :
    patternSpan (exchangeAverage (fun _ => 1 / 3) fun k =>
      threefoldJump k * !![a, 0, 0; 0, b, 0; 0, 0, c] * (threefoldJump k)ᵀ) = 0 ∧
    a - c ≤ patternSpan !![a, 0, 0; 0, b, 0; 0, 0, c] := by
  have hD : ∀ p q r : ℝ, (!![p, 0, 0; 0, q, 0; 0, 0, r] : Tensor).IsSymm := fun p q r =>
    Matrix.IsSymm.ext fun i j => by fin_cases i <;> fin_cases j <;> rfl
  constructor
  · -- the averaged tensor is isotropic
    obtain ⟨s, hs⟩ : ∃ s : ℝ, s = (a + b + c) / 3 := ⟨_, rfl⟩
    have hA : (exchangeAverage (fun _ => 1 / 3) fun k =>
        threefoldJump k * !![a, 0, 0; 0, b, 0; 0, 0, c] * (threefoldJump k)ᵀ) =
        !![s, 0, 0; 0, s, 0; 0, 0, s] := by
      rw [hs]
      ext i j
      simp only [exchangeAverage, Fin.sum_univ_three, Matrix.add_apply, Matrix.smul_apply,
        Matrix.mul_apply, Matrix.transpose_apply, smul_eq_mul]
      fin_cases i <;> fin_cases j <;> simp [threefoldJump] <;> ring
    have hiso : ∀ n : Fin 3 → ℝ, n ⬝ᵥ n = 1 →
        shift !![s, 0, 0; 0, s, 0; 0, 0, s] n = s := by
      intro n hn
      simp only [dotProduct, Fin.sum_univ_three] at hn
      simp [shift, dotProduct, Matrix.mulVec, Fin.sum_univ_three]
      linear_combination s * hn
    obtain ⟨⟨u, v, hu, hv, h⟩, _⟩ := powder_width (hD s s s)
    rw [hA, ← h, hiso u hu, hiso v hv, sub_self]
  · -- compare the field along the first and the third axis
    refine (powder_width (hD a b c)).2 ⟨![1, 0, 0], ![0, 0, 1], ?_, ?_, ?_⟩
    · simp [dotProduct, Fin.sum_univ_three]
    · simp [dotProduct, Fin.sum_univ_three]
    · simp [shift, dotProduct, Matrix.mulVec, Fin.sum_univ_three]

end

end PowderPatternNarrowing
```

```lean
#print axioms PowderPatternNarrowing.span_exchangeAverage_le
#print axioms PowderPatternNarrowing.motional_narrowing
#print axioms PowderPatternNarrowing.threefold_collapse
```

```
'PowderPatternNarrowing.span_exchangeAverage_le' depends on axioms: [propext, Classical.choice, Quot.sound]
'PowderPatternNarrowing.motional_narrowing' depends on axioms: [propext, Classical.choice, Quot.sound]
'PowderPatternNarrowing.threefold_collapse' depends on axioms: [propext, Classical.choice, Quot.sound]
```
